# A harmonic-mean lower bound on second-order correlation when all gaps shrink uniformly but stay open

Q: Having computed the second-order term of a double hybrid, I lower all virtual levels rigidly against the occupied ones and want to know by how much that term must at least grow in magnitude, without a new sum over excitations for every shift. You say two sums over the old data are enough. Which sums, and under what assumptions?

A: The couplings stay fixed and every gap stays open. Let k label the double excitations, with squared coupling w_k > 0 and gap Δ_k. The two sums are

S = ∑ w_k

M = ∑ w_k/Δ_k

If every gap drops by the same c ≥ 0, with c < Δ_k for all k, then cM < S and

∑ w_k/(Δ_k − c) ≥ M/(1 − cM/S).

The gap of a double excitation is the sum of its two virtual orbital energies minus the sum of its two occupied ones, so lowering the virtuals by δ means c = 2δ.

Q: Show me the derivation before any code.

A: Since c < Δ_k, each term obeys c w_k/Δ_k < w_k. Summing over at least one excitation gives cM < S. With the coupling-weighted harmonic mean gap H = S/M, this says c < H.

Next, regard 1/(Δ_k − c) as a function of x = 1/Δ_k, namely x/(1 − cx), and expand it about x₀ = 1/H. The slope there is 1/(1 − cx₀)² = H²/(H − c)², and subtracting the constant and linear terms leaves exactly

c(x − x₀)²/((1 − cx)(1 − cx₀)²).

Back in terms of gaps, this reads

1/(Δ_k − c) = 1/(H − c) + H²/(H − c)² · (1/Δ_k − 1/H) + c(Δ_k − H)²/((H − c)² Δ_k(Δ_k − c)).

Multiply by w_k and sum. The linear term becomes proportional to M − S/H, which is zero because H = S/M. The constant term is

S/(H − c) = SM/(S − cM) = M/(1 − cM/S).

What remains is c/(H − c)² times the spread

D = ∑ w_k(Δ_k − H)²/(Δ_k(Δ_k − c)),

which is non-negative. For c ≥ 0 the inequality follows.

Q: Now the formal version. What is an excitation there?

A: An element of a finite type `ι`. It carries no orbital structure, only two real numbers, `w k` and `Δ k`.

In Lean 4 with Mathlib:

```lean
import Mathlib

open Finset

namespace DoubleHybridGapShift

noncomputable section

variable {ι : Type*} [Fintype ι]
```

The first two definitions are S and M. Prefactors are absorbed into w_k, and `pt2` is a positive magnitude: the second-order correlation energy itself, before it is scaled by the double hybrid's mixing fraction, is −M.

```lean
/-- Total squared coupling `S` of the family of excitations. -/
def totalCoupling (w : ι → ℝ) : ℝ := ∑ k, w k

/-- Magnitude of the second-order correlation energy, squared couplings over gaps; the couplings are
meant to be non-negative and the gaps positive. -/
def pt2 (w Δ : ι → ℝ) : ℝ := ∑ k, w k / Δ k
```

Then come H and D. The shifted sum needs no definition of its own; it is `pt2` applied to the gaps `fun k => Δ k - c`.

```lean
/-- Coupling-weighted harmonic mean of the gaps, for nonzero gaps and nonzero `pt2 w Δ`. -/
def meanGap (w Δ : ι → ℝ) : ℝ := totalCoupling w / pt2 w Δ

/-- Weighted squared deviation of the gaps from their harmonic mean, for gaps different
from `0` and from the shift `c`, and nonzero `pt2 w Δ`. -/
def gapSpread (w Δ : ι → ℝ) (c : ℝ) : ℝ :=
  ∑ k, w k * (Δ k - meanGap w Δ) ^ 2 / (Δ k * (Δ k - c))
```

The double-hybrid energy keeps only what the argument needs. `E₀` collects everything except the second-order term, and `a` is the fraction of that term mixed in.

```lean
/-- Double-hybrid energy: a remainder `E₀` minus the fraction `a` of the second-order correlation
magnitude, for non-negative squared couplings and positive gaps. -/
def doubleHybridEnergy (E₀ a : ℝ) (w Δ : ι → ℝ) : ℝ := E₀ - a * pt2 w Δ
```

Q: Real couplings are often zero by symmetry. Does strict positivity exclude real molecules?

A: No. Leave those excitations out of `ι`; they contribute nothing to S or M. In a spin-orbital sum the numerators are squared moduli, so the remaining ones are positive. What `hw` does exclude is a grouping of terms in which some numerators come out negative.

Q: And cM < S? It looks like decoration.

A: It makes the denominator 1 − cM/S positive, so the bound is a meaningful positive number. The proof is the termwise comparison: `Finset.sum_lt_sum_of_nonempty` reduces the claim to one excitation, and `nlinarith` finishes from the product of w_k and Δ_k − c being positive.

```lean
/-- For positive couplings and gaps, a shift smaller than every gap is smaller than the harmonic
mean gap, in the form `c M < S`. -/
theorem shift_mul_pt2_lt [Nonempty ι] {w Δ : ι → ℝ} {c : ℝ} (hw : ∀ k, 0 < w k)
    (hΔ : ∀ k, 0 < Δ k) (hc : ∀ k, c < Δ k) : c * pt2 w Δ < totalCoupling w := by
  unfold pt2 totalCoupling
  rw [Finset.mul_sum]
  refine Finset.sum_lt_sum_of_nonempty Finset.univ_nonempty fun k _ => ?_
  rw [← mul_div_assoc, div_lt_iff₀ (hΔ k)]
  nlinarith [mul_pos (hw k) (sub_pos.2 (hc k))]
```

This lemma allows c of either sign, provided the gaps are positive and exceed c.

Q: Where is the expansion?

A: Here, for any reference gap H that is positive and larger than c. The rewriting gathers both sides into single sums, `Finset.sum_congr` compares them term by term, and `field_simp` with `ring` checks the identity I wrote above. Positive couplings are not needed yet.

```lean
/-- Expansion of the shifted correlation sum about a reference gap `H` that is positive and larger
than the shift, for positive gaps that also exceed the shift, to first order in the inverse gaps and
with the exact remainder. -/
theorem pt2_expansion {w Δ : ι → ℝ} {c H : ℝ} (hΔ : ∀ k, 0 < Δ k) (hc : ∀ k, c < Δ k)
    (hH : 0 < H) (hHc : c < H) :
    pt2 w (fun k => Δ k - c) = totalCoupling w / (H - c)
      + H ^ 2 / (H - c) ^ 2 * (pt2 w Δ - totalCoupling w / H)
      + c / (H - c) ^ 2 * ∑ k, w k * (Δ k - H) ^ 2 / (Δ k * (Δ k - c)) := by
  simp only [pt2, totalCoupling]
  rw [Finset.sum_div, Finset.sum_div, ← Finset.sum_sub_distrib, Finset.mul_sum,
    Finset.mul_sum, ← Finset.sum_add_distrib, ← Finset.sum_add_distrib]
  refine Finset.sum_congr rfl fun k _ => ?_
  have h1 : Δ k ≠ 0 := (hΔ k).ne'
  have h2 : Δ k - c ≠ 0 := (sub_pos.2 (hc k)).ne'
  have h3 : H ≠ 0 := hH.ne'
  have h4 : H - c ≠ 0 := (sub_pos.2 hHc).ne'
  field_simp
  ring
```

The next theorem sets H to the harmonic mean. In its proof, `h1` is S/H = M, which removes the linear term, and `h2` rewrites S/(H − c) as M/(1 − cM/S).

```lean
/-- For positive couplings and positive gaps exceeding the shift `c`, the shifted correlation sum
equals `M / (1 - c M / S)` plus `c / (H - c) ^ 2` times the gap spread, where `H` is the harmonic
mean gap. -/
theorem pt2_shift_eq [Nonempty ι] {w Δ : ι → ℝ} {c : ℝ} (hw : ∀ k, 0 < w k)
    (hΔ : ∀ k, 0 < Δ k) (hc : ∀ k, c < Δ k) :
    pt2 w (fun k => Δ k - c) = pt2 w Δ / (1 - c * pt2 w Δ / totalCoupling w)
      + c / (meanGap w Δ - c) ^ 2 * gapSpread w Δ c := by
  have hS : 0 < totalCoupling w := Finset.sum_pos (fun k _ => hw k) Finset.univ_nonempty
  have hM : 0 < pt2 w Δ :=
    Finset.sum_pos (fun k _ => div_pos (hw k) (hΔ k)) Finset.univ_nonempty
  have hH : 0 < meanGap w Δ := div_pos hS hM
  have hHc : c < meanGap w Δ := (lt_div_iff₀ hM).2 (shift_mul_pt2_lt hw hΔ hc)
  -- the linear term of the expansion cancels at the harmonic mean gap
  have h1 : totalCoupling w / meanGap w Δ = pt2 w Δ := by
    rw [meanGap, div_div_eq_mul_div, mul_div_cancel_left₀ _ hS.ne']
  have h2 : totalCoupling w / (meanGap w Δ - c)
      = pt2 w Δ / (1 - c * pt2 w Δ / totalCoupling w) := by
    have e1 : 1 - c * pt2 w Δ / totalCoupling w
        = (totalCoupling w - c * pt2 w Δ) / totalCoupling w := by
      rw [sub_div, div_self hS.ne']
    have e2 : totalCoupling w / pt2 w Δ - c
        = (totalCoupling w - c * pt2 w Δ) / pt2 w Δ := by
      rw [sub_div, mul_div_cancel_right₀ _ hM.ne']
    rw [meanGap, e1, e2, div_div_eq_mul_div, div_div_eq_mul_div,
      mul_comm (totalCoupling w) (pt2 w Δ)]
  rw [pt2_expansion hΔ hc hH hHc, h1, h2, gapSpread]
  ring
```

The sign of the spread follows from the signs of its factors.

```lean
/-- The gap spread is non-negative when all couplings are positive and all gaps are positive and
exceed the shift. -/
theorem gapSpread_nonneg {w Δ : ι → ℝ} {c : ℝ} (hw : ∀ k, 0 < w k)
    (hΔ : ∀ k, 0 < Δ k) (hc : ∀ k, c < Δ k) : 0 ≤ gapSpread w Δ c :=
  Finset.sum_nonneg fun k _ => div_nonneg (mul_nonneg (hw k).le (sq_nonneg _))
    (mul_pos (hΔ k) (sub_pos.2 (hc k))).le
```

Q: So the main theorem is that equality with the last term dropped?

A: Yes, for c ≥ 0. Positive gaps are not assumed separately, since 0 ≤ c < Δ_k implies them.

```lean
/-- For positive couplings, when all gaps shrink by `c ≥ 0` and stay open, `c M < S` and the
second-order correlation magnitude is at least `M / (1 - c M / S)`. -/
theorem pt2_enhancement_lower_bound [Nonempty ι] {w Δ : ι → ℝ} {c : ℝ}
    (hw : ∀ k, 0 < w k) (hc0 : 0 ≤ c) (hc : ∀ k, c < Δ k) :
    c * pt2 w Δ < totalCoupling w ∧
      pt2 w Δ / (1 - c * pt2 w Δ / totalCoupling w) ≤ pt2 w (fun k => Δ k - c) := by
  have hΔ : ∀ k, 0 < Δ k := fun k => lt_of_le_of_lt hc0 (hc k)
  refine ⟨shift_mul_pt2_lt hw hΔ hc, ?_⟩
  rw [pt2_shift_eq hw hΔ hc]
  exact le_add_of_nonneg_right
    (mul_nonneg (div_nonneg hc0 (sq_nonneg _)) (gapSpread_nonneg hw hΔ hc))
```

Q: If I raise the virtuals instead, does the bound survive?

A: It reverses. For c ≤ 0 the gaps widen, the spread term is non-positive, and the same expression becomes an upper bound.

```lean
/-- For positive couplings and gaps, when all gaps widen by `-c ≥ 0`, the expression `M / (1 - c M /
S)` bounds the second-order correlation magnitude from above. -/
theorem pt2_opening_upper_bound [Nonempty ι] {w Δ : ι → ℝ} {c : ℝ}
    (hw : ∀ k, 0 < w k) (hΔ : ∀ k, 0 < Δ k) (hc0 : c ≤ 0) :
    pt2 w (fun k => Δ k - c) ≤ pt2 w Δ / (1 - c * pt2 w Δ / totalCoupling w) := by
  have hc : ∀ k, c < Δ k := fun k => lt_of_le_of_lt hc0 (hΔ k)
  rw [pt2_shift_eq hw hΔ hc]
  exact add_le_of_nonpos_right (mul_nonpos_of_nonpos_of_nonneg
    (div_nonpos_of_nonpos_of_nonneg hc0 (sq_nonneg _)) (gapSpread_nonneg hw hΔ hc))
```

Q: How much is lost by dropping the spread?

A: Nothing when all gaps coincide, and for c > 0 only then. If equality holds, c/(H − c)² · D = 0 with a positive prefactor, so D = 0. A sum of non-negative terms vanishes only if each term does, which puts every Δ_k at H; that is `key` in the proof. Conversely, if the gaps coincide, H is their common value and every term of D is zero. A single excitation always gives equality.

```lean
/-- For positive couplings and a strictly positive shrinkage that leaves every gap open, the lower
bound is attained exactly when all gaps are equal. -/
theorem pt2_enhancement_eq_iff [Nonempty ι] {w Δ : ι → ℝ} {c : ℝ}
    (hw : ∀ k, 0 < w k) (hc0 : 0 < c) (hc : ∀ k, c < Δ k) :
    pt2 w (fun k => Δ k - c) = pt2 w Δ / (1 - c * pt2 w Δ / totalCoupling w) ↔
      ∀ k l, Δ k = Δ l := by
  have hΔ : ∀ k, 0 < Δ k := fun k => hc0.trans (hc k)
  have hS : 0 < totalCoupling w := Finset.sum_pos (fun k _ => hw k) Finset.univ_nonempty
  have hM : 0 < pt2 w Δ :=
    Finset.sum_pos (fun k _ => div_pos (hw k) (hΔ k)) Finset.univ_nonempty
  have hHc : c < meanGap w Δ := (lt_div_iff₀ hM).2 (shift_mul_pt2_lt hw hΔ hc)
  have hmain := pt2_shift_eq hw hΔ hc
  constructor
  · intro h
    have hz : c / (meanGap w Δ - c) ^ 2 * gapSpread w Δ c = 0 := by linarith
    have hs : gapSpread w Δ c = 0 := (mul_eq_zero.1 hz).resolve_left
      (div_pos hc0 (pow_pos (sub_pos.2 hHc) 2)).ne'
    -- a vanishing spread puts every gap at the harmonic mean
    have key : ∀ k, Δ k = meanGap w Δ := by
      intro k
      by_contra hne
      have hk := (Finset.sum_eq_zero_iff_of_nonneg (fun j _ =>
        div_nonneg (mul_nonneg (hw j).le (sq_nonneg (Δ j - meanGap w Δ)))
          (mul_pos (hΔ j) (sub_pos.2 (hc j))).le)).1 hs k (Finset.mem_univ k)
      have hsq : 0 < (Δ k - meanGap w Δ) ^ 2 := by
        have := sub_ne_zero.2 hne
        positivity
      exact (div_pos (mul_pos (hw k) hsq)
        (mul_pos (hΔ k) (sub_pos.2 (hc k)))).ne' hk
    intro k l
    rw [key k, key l]
  · intro h
    obtain ⟨k₀⟩ := ‹Nonempty ι›
    have hp : pt2 w Δ = totalCoupling w / Δ k₀ := by
      simp only [pt2, totalCoupling, Finset.sum_div]
      exact Finset.sum_congr rfl fun k _ => by rw [h k k₀]
    have hm : meanGap w Δ = Δ k₀ := by
      rw [meanGap, hp, div_div_eq_mul_div, mul_div_cancel_left₀ _ hS.ne']
    have hs : gapSpread w Δ c = 0 := by
      unfold gapSpread
      refine Finset.sum_eq_zero fun k _ => ?_
      rw [hm, h k k₀]
      simp
    rw [hmain, hs, mul_zero, add_zero]
```

Q: A lower bound tells me the correction grows. I worry about it growing too much.

A: For that you need to know how small the gaps can be. Keep the couplings positive and c ≥ 0, and let g be a lower bound on all the gaps, with g > c; the smallest gap is the natural choice. Then 1 − c/Δ_k ≥ 1 − c/g, and so

w_k/(Δ_k − c) = (w_k/Δ_k)/(1 − c/Δ_k) ≤ (w_k/Δ_k)/(1 − c/g).

Summing gives the ceiling M/(1 − c/g). In the proof the fractions are cleared, and what is left is w_k c(Δ_k − g) ≥ 0, the product handed to `nlinarith`.

```lean
/-- If every gap is at least `g > c ≥ 0`, shrinking the gaps by `c` enhances the
second-order correlation magnitude by at most the factor `1 / (1 - c / g)`. -/
theorem pt2_enhancement_upper_bound {w Δ : ι → ℝ} {c g : ℝ} (hw : ∀ k, 0 < w k)
    (hc0 : 0 ≤ c) (hcg : c < g) (hg : ∀ k, g ≤ Δ k) :
    pt2 w (fun k => Δ k - c) ≤ pt2 w Δ / (1 - c / g) := by
  have hg0 : 0 < g := lt_of_le_of_lt hc0 hcg
  have e : 1 - c / g = (g - c) / g := by rw [sub_div, div_self hg0.ne']
  simp only [pt2]
  rw [e, Finset.sum_div]
  refine Finset.sum_le_sum fun k _ => ?_
  have hk : 0 < Δ k := lt_of_lt_of_le hg0 (hg k)
  have hkc : 0 < Δ k - c := sub_pos.2 (lt_of_lt_of_le hcg (hg k))
  rw [div_div_eq_mul_div, div_mul_eq_mul_div, div_div,
    div_le_div_iff₀ hkc (mul_pos hk (sub_pos.2 hcg))]
  nlinarith [mul_nonneg (mul_nonneg (hw k).le hc0) (sub_nonneg.2 (hg k))]
```

Q: And the energy?

A: Subtract M from the lower bound:

M/(1 − cM/S) − M = cM²/(S − cM).

Multiply by a ≥ 0, which says that the second-order term enters with its usual, energy-lowering sign. With `E₀` held fixed, positive couplings and 0 ≤ c < Δ_k for all k, the energy falls by at least a·cM²/(S − cM). The proof establishes this splitting as `e`, scales the main bound by a, and closes with `linarith`.

```lean
/-- At fixed remainder and fraction `a ≥ 0`, shrinking all gaps by `c` lowers the
double-hybrid energy by at least `a c M² / (S - c M)`. -/
theorem doubleHybridEnergy_lowering [Nonempty ι] {w Δ : ι → ℝ} {c a : ℝ} (E₀ : ℝ)
    (ha : 0 ≤ a) (hw : ∀ k, 0 < w k) (hc0 : 0 ≤ c) (hc : ∀ k, c < Δ k) :
    doubleHybridEnergy E₀ a w (fun k => Δ k - c) ≤ doubleHybridEnergy E₀ a w Δ
      - a * (c * pt2 w Δ ^ 2 / (totalCoupling w - c * pt2 w Δ)) := by
  obtain ⟨hlt, hle⟩ := pt2_enhancement_lower_bound hw hc0 hc
  have hS : 0 < totalCoupling w := Finset.sum_pos (fun k _ => hw k) Finset.univ_nonempty
  have hne : totalCoupling w - c * pt2 w Δ ≠ 0 := (sub_pos.2 hlt).ne'
  -- split the bound into the unshifted value and the gain
  have e : pt2 w Δ / (1 - c * pt2 w Δ / totalCoupling w)
      = pt2 w Δ + c * pt2 w Δ ^ 2 / (totalCoupling w - c * pt2 w Δ) := by
    have hd : 1 - c * pt2 w Δ / totalCoupling w
        = (totalCoupling w - c * pt2 w Δ) / totalCoupling w := by
      rw [sub_div, div_self hS.ne']
    rw [hd, div_div_eq_mul_div, div_eq_iff hne, add_mul, div_mul_cancel₀ _ hne]
    ring
  rw [e] at hle
  have h := mul_le_mul_of_nonneg_left hle ha
  rw [mul_add] at h
  unfold doubleHybridEnergy
  linarith

end

end DoubleHybridGapShift
```

Q: Here is my main doubt. When I reduce the exact exchange in the orbital calculation, the gaps do not shrink uniformly, the orbitals change, and the remainder moves too.

A: Then the theorem does not describe the whole change. It covers a finite set of excitations with fixed couplings, one common shift c and a fixed `E₀`. It neither derives c from an exchange fraction nor says whether second-order theory is accurate at the smaller gaps. Within that one-parameter model, it bounds how strongly the perturbative part of a double hybrid responds to a rigid shift of the virtual levels.

Q: Give me numbers I can check.

A: Take two excitations with w = 1 and 1, gaps 2 and 4, and c = 1, in arbitrary consistent units. Then

S = 2, M = 1/2 + 1/4 = 3/4, H = 8/3.

First, cM = 3/4 < 2. The lower bound is

(3/4)/(1 − 3/8) = 6/5 = 1.2.

The shifted gaps are 1 and 3, so the exact sum is

1 + 1/3 = 4/3 ≈ 1.333.

The spread accounts for the difference:

D = (4/9)/2 + (16/9)/12 = 10/27

c/(H − c)² · D = (9/25)(10/27) = 2/15

6/5 + 2/15 = 4/3.

With g = 2 the ceiling is (3/4)/(1/2) = 3/2, so the exact value lies between the two bounds. The guaranteed energy lowering is

a · (9/16)/(5/4) = 0.45a,

while the actual lowering is (4/3 − 3/4)a = 7a/12 ≈ 0.583a.

```lean
#print axioms DoubleHybridGapShift.pt2_enhancement_lower_bound
-- 'DoubleHybridGapShift.pt2_enhancement_lower_bound' depends on axioms: [propext, Classical.choice, Quot.sound]
#print axioms DoubleHybridGapShift.pt2_enhancement_eq_iff
-- 'DoubleHybridGapShift.pt2_enhancement_eq_iff' depends on axioms: [propext, Classical.choice, Quot.sound]
#print axioms DoubleHybridGapShift.pt2_enhancement_upper_bound
-- 'DoubleHybridGapShift.pt2_enhancement_upper_bound' depends on axioms: [propext, Classical.choice, Quot.sound]
#print axioms DoubleHybridGapShift.doubleHybridEnergy_lowering
-- 'DoubleHybridGapShift.doubleHybridEnergy_lowering' depends on axioms: [propext, Classical.choice, Quot.sound]
```
